# For a quadratic mean-field energy, optimal damping of a strict Roothaan two-cycle goes below both of its densities

**Q:** My Roothaan iteration jumps between two densities $A$ and $B$ forever. I damp it with a guessed fraction, and sometimes the energy rises above $E(A)$. What should the fraction be?

**A:** The two Fock matrices you already have fix it. Take $E(D)=\mathrm{Tr}\,hD+\tfrac12\mathrm{Tr}\,G(D)D$ and $F(D)=h+G(D)$, where $h$ is the one-electron matrix and $G$ the linear two-electron map. Put $\Delta=B-A$, $p=-\mathrm{Tr}\,F(A)\Delta$ and $q=\mathrm{Tr}\,F(B)\Delta$. For real symmetric densities and a self-adjoint $G$, as in Hartree–Fock, $\mathrm{Tr}\,G(A)\Delta=\mathrm{Tr}\,G(\Delta)A$, and therefore

$$E(A+t\Delta)=E(A)-tp+\tfrac{t^2}{2}\mathrm{Tr}\,G(\Delta)\Delta.$$

By linearity $G(\Delta)=F(B)-F(A)$, so the curvature is $\mathrm{Tr}\,G(\Delta)\Delta=p+q$. If $p,q>0$, completing the square gives

$$E(A+t\Delta)=E(A)-\frac{p^2}{2(p+q)}+\frac{p+q}{2}\Big(t-\frac{p}{p+q}\Big)^2.$$

The minimum is at $t=p/(p+q)$, between $0$ and $1$. Setting $t=1$ shows that it lies $q^2/(2(p+q))$ below $E(B)$. Your guess went above $E(A)$ whenever $t>2p/(p+q)$.

**Q:** Does the Lean version use that energy, or something more convenient?

**A:** That energy, with real matrices over a finite orbital index set `n`.

```lean
import Mathlib

namespace RoothaanTwoCycleDamping

noncomputable section

variable {n : Type*} [Fintype n]

/-- The Fock matrix `F(D) = h + G(D)`. -/
def fock (h : Matrix n n ℝ) (G : Matrix n n ℝ →ₗ[ℝ] Matrix n n ℝ) (D : Matrix n n ℝ) :
    Matrix n n ℝ := h + G D

/-- The mean-field energy `E(D) = Tr hD + (1/2) Tr G(D)D`. -/
def energy (h : Matrix n n ℝ) (G : Matrix n n ℝ →ₗ[ℝ] Matrix n n ℝ) (D : Matrix n n ℝ) : ℝ :=
  (h * D).trace + 1 / 2 * (G D * D).trace
```

For closed shells, with $D$ the density of one spin and $G=2J-K$ (Coulomb and exchange), `energy` is half the electronic energy.

**Q:** And what does self-adjointness stand for?

**A:** The interaction of $A$ with the field of $B$ equals that of $B$ with the field of $A$. Only symmetric matrices are tested.

```lean
/-- The two-electron map `G` is self-adjoint for the trace pairing on symmetric matrices. -/
def TraceSelfAdjoint (G : Matrix n n ℝ →ₗ[ℝ] Matrix n n ℝ) : Prop :=
  ∀ X Y : Matrix n n ℝ, X.IsSymm → Y.IsSymm → (G X * Y).trace = (G Y * X).trace
```

The name `descent` denotes minus the initial slope: `descent h G A B` is $p$, and swapping the densities gives $q$. Positivity means that the energy falls at first when you leave either endpoint towards the other.

```lean
/-- The quantity `Tr F(A)(A - B)`, built from the Fock matrix at `A`. -/
def descent (h : Matrix n n ℝ) (G : Matrix n n ℝ →ₗ[ℝ] Matrix n n ℝ) (A B : Matrix n n ℝ) : ℝ :=
  (fock h G A * (A - B)).trace

/-- The damped density `A + t (B - A)`. -/
def mix (A B : Matrix n n ℝ) (t : ℝ) : Matrix n n ℝ := A + t • (B - A)

/-- The damping parameter `p / (p + q)` with `p = Tr F(A)(A - B)` and `q = Tr F(B)(B - A)`,
meant for `p + q ≠ 0`. -/
def optStep (h : Matrix n n ℝ) (G : Matrix n n ℝ →ₗ[ℝ] Matrix n n ℝ) (A B : Matrix n n ℝ) : ℝ :=
  descent h G A B / (descent h G A B + descent h G B A)
```

**Q:** Where is my oscillation in this?

**A:** In `StrictTwoCycle`. Its densities are symmetric projectors in an orthonormal basis, with $N$ occupied orbitals. Filling the lowest orbitals of $F(A)$ means minimising $\mathrm{Tr}\,F(A)D$ over them; uniqueness stands for a gap between occupied and empty levels.

```lean
/-- The symmetric idempotent density matrices of trace `N`. -/
def densities (n : Type*) [Fintype n] (N : ℕ) : Set (Matrix n n ℝ) :=
  {D | D.IsSymm ∧ D * D = D ∧ D.trace = N}

/-- A strict Roothaan two-cycle: two distinct densities, each the unique minimiser of
`Tr F D` over all densities when `F` is the Fock matrix of the other. -/
structure StrictTwoCycle (h : Matrix n n ℝ) (G : Matrix n n ℝ →ₗ[ℝ] Matrix n n ℝ) (N : ℕ)
    (A B : Matrix n n ℝ) : Prop where
  memA : A ∈ densities n N
  memB : B ∈ densities n N
  ne : A ≠ B
  toB : ∀ D ∈ densities n N, D ≠ B → (fock h G A * B).trace < (fock h G A * D).trace
  toA : ∀ D ∈ densities n N, D ≠ A → (fock h G B * A).trace < (fock h G B * D).trace
```

The step left to you is identifying your run with an exact cycle, since a computed oscillation usually only approaches one. The damping formula itself doesn't require an exact cycle: for self-adjoint $G$, symmetric $A,B$ with $p,q>0$ are enough, and you can evaluate $p$ and $q$.

**Q:** How does Lean obtain the parabola?

**A:** It expands every trace. The one mismatch left is between $\mathrm{Tr}\,G(A)B$ and $\mathrm{Tr}\,G(B)A$, and `linear_combination` removes it with self-adjointness.

```lean
variable {h : Matrix n n ℝ} {G : Matrix n n ℝ →ₗ[ℝ] Matrix n n ℝ} {A B : Matrix n n ℝ}

/-- For self-adjoint `G` and symmetric `A`, `B`, the energy at `A + t (B - A)` is
`E(A) - t p + (t² / 2)(p + q)`, where `p = Tr F(A)(A - B)` and `q = Tr F(B)(B - A)`. -/
theorem energy_mix (hG : TraceSelfAdjoint G) (hA : A.IsSymm) (hB : B.IsSymm) (t : ℝ) :
    energy h G (mix A B t) = energy h G A - t * descent h G A B
      + t ^ 2 / 2 * (descent h G A B + descent h G B A) := by
  have hs := hG A B hA hB
  simp only [energy, mix, descent, fock, map_add, map_sub, map_smul, Matrix.mul_add,
    Matrix.add_mul, Matrix.mul_sub, Matrix.sub_mul, Matrix.smul_mul, Matrix.mul_smul,
    Matrix.trace_add, Matrix.trace_sub, Matrix.trace_smul, smul_eq_mul]
  linear_combination (-(t / 2)) * hs
```

`optimal_damping` then states the position, uniqueness along the whole line, and both depths. Its proof reads $E(B)$ off at $t=1$ and completes the square in `hid`; `field_simp` and `ring` verify the depths.

`StrictTwoCycle.descent_pos` supplies the signs: $B$ is the unique minimiser for $F(A)$, so $\mathrm{Tr}\,F(A)B<\mathrm{Tr}\,F(A)A$, which is $p>0$. Exchanging the roles gives $q>0$.

```lean
/-- Optimal damping from the two endpoint Fock matrices: for self-adjoint `G`, symmetric `A`, `B`
and positive `p = Tr F(A)(A - B)` and `q = Tr F(B)(B - A)`, the energy on the line through `A` and
`B` has its unique minimum at the fraction `p / (p + q)`, strictly between them, `p² / (2(p + q))`
below `E(A)` and `q² / (2(p + q))` below `E(B)`. -/
theorem optimal_damping (hG : TraceSelfAdjoint G) (hA : A.IsSymm) (hB : B.IsSymm)
    (hp : 0 < descent h G A B) (hq : 0 < descent h G B A) :
    (0 < optStep h G A B ∧ optStep h G A B < 1) ∧
    (∀ t : ℝ, t ≠ optStep h G A B →
      energy h G (mix A B (optStep h G A B)) < energy h G (mix A B t)) ∧
    energy h G (mix A B (optStep h G A B)) = energy h G A
      - descent h G A B ^ 2 / (2 * (descent h G A B + descent h G B A)) ∧
    energy h G (mix A B (optStep h G A B)) = energy h G B
      - descent h G B A ^ 2 / (2 * (descent h G A B + descent h G B A)) := by
  have key := energy_mix (h := h) hG hA hB
  -- the endpoint `B` is the point `t = 1` of the parabola
  have hEB := key 1
  have h1 : mix A B 1 = B := by simp [mix]
  rw [h1] at hEB
  simp only [key, hEB, optStep]
  generalize descent h G A B = p at *
  generalize descent h G B A = q at *
  have hc : 0 < p + q := add_pos hp hq
  have hne : p + q ≠ 0 := hc.ne'
  refine ⟨⟨div_pos hp hc, (div_lt_one hc).2 (by linarith)⟩, ?_, ?_, ?_⟩
  · intro t ht
    -- complete the square around the optimal step
    have hs : p / (p + q) * (p + q) = p := div_mul_cancel₀ p hne
    generalize p / (p + q) = s at *
    have hsq : 0 < (p + q) / 2 * (t - s) ^ 2 :=
      mul_pos (by linarith)
        (lt_of_le_of_ne (sq_nonneg _) (pow_ne_zero 2 (sub_ne_zero.2 ht)).symm)
    have hid : (-(t * p) + t ^ 2 / 2 * (p + q)) - (-(s * p) + s ^ 2 / 2 * (p + q))
        = (p + q) / 2 * (t - s) ^ 2 := by
      linear_combination (t - s) * hs
    linarith
  · field_simp
    ring
  · field_simp
    ring
/-- In a strict Roothaan two-cycle both `Tr F(A)(A - B)` and `Tr F(B)(B - A)` are positive. -/
theorem StrictTwoCycle.descent_pos {N : ℕ} (hc : StrictTwoCycle h G N A B) :
    0 < descent h G A B ∧ 0 < descent h G B A := by
  simp only [descent, Matrix.mul_sub, Matrix.trace_sub, sub_pos]
  exact ⟨hc.toB A hc.memA hc.ne, hc.toA B hc.memB hc.ne.symm⟩
```

**Q:** But the mixture isn't a Slater determinant. Haven't you lowered the energy by leaving the allowed set?

**A:** Yes, and the theorem says so. With $D=(1-t)A+tB$, $A^2=A$ and $B^2=B$,

$$D-D^2=t(1-t)(A+B-AB-BA)=t(1-t)(A-B)^2.$$

```lean
/-- For idempotent matrices `A` and `B`, the mixture `D = A + t (B - A)` satisfies
`D - D² = t(1 - t)(A - B)²`. -/
theorem mix_sub_sq (hA : A * A = A) (hB : B * B = B) (t : ℝ) :
    mix A B t - mix A B t * mix A B t = (t * (1 - t)) • ((A - B) * (A - B)) := by
  simp only [mix, Matrix.mul_add, Matrix.add_mul, Matrix.mul_sub, Matrix.sub_mul,
    Matrix.smul_mul, Matrix.mul_smul, hA, hB]
  module
```

If $D$ were idempotent with $0<t<1$, then $(A-B)^2=0$. Its trace is the sum of the squared entries of the symmetric matrix $A-B$, so $A=B$, a contradiction. Lean takes this last step from `Matrix.conjTranspose_mul_self_eq_zero`.

```lean
/-- For self-adjoint `G`, the optimally damped density of a strict Roothaan two-cycle has lower
energy than both members of the cycle, and it is not idempotent. -/
theorem two_cycle_damping {N : ℕ} (hG : TraceSelfAdjoint G) (hc : StrictTwoCycle h G N A B) :
    energy h G (mix A B (optStep h G A B)) < energy h G A ∧
    energy h G (mix A B (optStep h G A B)) < energy h G B ∧
    mix A B (optStep h G A B) * mix A B (optStep h G A B) ≠ mix A B (optStep h G A B) := by
  obtain ⟨hp, hq⟩ := hc.descent_pos
  obtain ⟨⟨h0, h1⟩, -, hEA, hEB⟩ := optimal_damping hG hc.memA.1 hc.memB.1 hp hq
  refine ⟨?_, ?_, fun hi => hc.ne ?_⟩
  · rw [hEA]
    exact sub_lt_self _ (by positivity)
  · rw [hEB]
    exact sub_lt_self _ (by positivity)
  · -- idempotency of the mixture would force `(A - B)² = 0`, hence `A = B`
    have hm := mix_sub_sq hc.memA.2.1 hc.memB.2.1 (optStep h G A B)
    rw [hi, sub_self] at hm
    have hz := (smul_eq_zero.1 hm.symm).resolve_left (mul_pos h0 (sub_pos.2 h1)).ne'
    have ht : (A - B).conjTranspose = A - B := by
      rw [Matrix.conjTranspose_eq_transpose_of_trivial, Matrix.transpose_sub,
        hc.memA.1.eq, hc.memB.1.eq]
    exact sub_eq_zero.1 (Matrix.conjTranspose_mul_self_eq_zero.1 (by rw [ht]; exact hz))
```

So in finite-basis Hartree–Fock the optimally damped density of a strict two-cycle is a fractionally occupied intermediate, lower in energy than both members of the cycle. Whether repeated damping converges, and to what, is a separate question.

**Q:** Does any system satisfy your definition of a cycle?

**A:** A toy one does: one electron, two orbitals, $h=0$, $G(D)=D$. This $G$ is chosen for simplicity and doesn't come from Coulomb integrals; in Hartree–Fock a single electron doesn't repel itself. With $A$ the projector on the first orbital, $\mathrm{Tr}\,F(A)D=D_{00}$, counting from zero as Lean does. Idempotency gives $D_{00}=D_{00}^2+D_{01}^2\ge0$, and $D_{00}=0$ forces $D=B$, the projector on the second. The other direction is the same with $D_{11}$. Here $p=q=1$, so the best step is $1/2$ and the energy drops from $1/2$ to $1/4$.

```lean
/-- One electron in two orbitals with `h = 0` and `G(D) = D`: `G` is self-adjoint, and the
densities of the two singly occupied orbitals form a strict Roothaan two-cycle. -/
theorem two_cycle_witness :
    TraceSelfAdjoint (LinearMap.id : Matrix (Fin 2) (Fin 2) ℝ →ₗ[ℝ] Matrix (Fin 2) (Fin 2) ℝ) ∧
    StrictTwoCycle (0 : Matrix (Fin 2) (Fin 2) ℝ) LinearMap.id 1
      !![1, 0; 0, 0] !![0, 0; 0, 1] := by
  -- the entries of a one-electron density
  have ent : ∀ D ∈ densities (Fin 2) 1, D 1 0 = D 0 1 ∧ D 0 0 = D 0 0 ^ 2 + D 0 1 ^ 2 ∧
      D 1 1 = D 1 1 ^ 2 + D 0 1 ^ 2 ∧ D 0 0 + D 1 1 = 1 := by
    rintro D ⟨hs, hi, ht⟩
    have s := hs.apply 0 1
    have a := congrFun (congrFun hi 0) 0
    have b := congrFun (congrFun hi 1) 1
    rw [Matrix.mul_apply, Fin.sum_univ_two, s] at a b
    rw [Matrix.trace_fin_two, Nat.cast_one] at ht
    exact ⟨s, by linear_combination -a, by linear_combination -b, ht⟩
  refine ⟨fun X Y _ _ => Matrix.trace_mul_comm X Y, ?_, ?_, ?_, ?_, ?_⟩
  · refine ⟨?_, ?_, ?_⟩
    · ext i j; fin_cases i <;> fin_cases j <;> simp
    · ext i j; fin_cases i <;> fin_cases j <;> simp [Matrix.mul_apply, Fin.sum_univ_two]
    · simp [Matrix.trace_fin_two]
  · refine ⟨?_, ?_, ?_⟩
    · ext i j; fin_cases i <;> fin_cases j <;> simp
    · ext i j; fin_cases i <;> fin_cases j <;> simp [Matrix.mul_apply, Fin.sum_univ_two]
    · simp [Matrix.trace_fin_two]
  · intro e
    have e0 := congrFun (congrFun e 0) 0
    simp at e0
  · intro D hD hne
    obtain ⟨s, a, -, t⟩ := ent D hD
    have pos : 0 < D 0 0 := by
      refine lt_of_le_of_ne (by rw [a]; positivity) fun z => hne ?_
      have o : D 0 1 = 0 := pow_eq_zero_iff two_ne_zero |>.1
        (by linear_combination -a - (1 - D 0 0) * z)
      have u : D 1 1 = 1 := by linarith
      ext i j; fin_cases i <;> fin_cases j <;> simp [← z, s, o, u]
    simpa [fock, Matrix.trace_fin_two, Matrix.mul_apply, Matrix.vecMul, dotProduct,
      Fin.sum_univ_two] using pos
  · intro D hD hne
    obtain ⟨s, -, b, t⟩ := ent D hD
    have pos : 0 < D 1 1 := by
      refine lt_of_le_of_ne (by rw [b]; positivity) fun z => hne ?_
      have o : D 0 1 = 0 := pow_eq_zero_iff two_ne_zero |>.1
        (by linear_combination -b - (1 - D 1 1) * z)
      have u : D 0 0 = 1 := by linarith
      ext i j; fin_cases i <;> fin_cases j <;> simp [← z, s, o, u]
    simpa [fock, Matrix.trace_fin_two, Matrix.mul_apply, Matrix.vecMul, dotProduct,
      Fin.sum_univ_two] using pos

end

end RoothaanTwoCycleDamping
```

```lean
#print axioms RoothaanTwoCycleDamping.two_cycle_damping
-- 'RoothaanTwoCycleDamping.two_cycle_damping' depends on axioms: [propext, Classical.choice, Quot.sound]
```
